# The Bloch condition cos(ka) = cos(qa + δ)/|t| for a one-dimensional lattice of lossless, symmetric scatterers

## Amplitudes, phases and the unit cell

Identical scatterers sit at spacing a on a line. Between them a particle moves freely with real wavenumber q, so its wave is a sum of exp(iqx), moving right, and exp(−iqx), moving left. Each scatterer has a reflection amplitude r and a transmission amplitude t, the same from both sides. For a scatterer of finite width, both amplitudes refer to the free waves continued to its centre. A star denotes complex conjugation, written `conj` in the code.

In Lean 4 with Mathlib:

```lean
import Mathlib

open Matrix
open scoped ComplexConjugate

namespace PeriodicScatterers

noncomputable section
```

All phase factors have the form exp(ix) with x real.

```lean
/-- The phase factor `exp(ix)` of a real angle `x`. -/
def phase (x : ℝ) : ℂ := Complex.exp (Complex.I * x)
```

Flux conservation for a symmetric scatterer means that the scattering matrix with rows (r, t) and (t, r) is unitary. This gives two relations:

|r|² + |t|² = 1,  Re(r t*) = 0.

They are assumed for a general scatterer and verified below for the delta barrier.

```lean
/-- Flux conservation for a symmetric scatterer with reflection amplitude `r` and
transmission amplitude `t`. -/
def Lossless (r t : ℂ) : Prop := ‖r‖ ^ 2 + ‖t‖ ^ 2 = 1 ∧ (r * conj t).re = 0
```

The transfer matrix M takes the pair (right-moving, left-moving) from the left of a scatterer to its right:

M = (1/t) [[t² − r², r], [−r, 1]].

```lean
/-- The transfer matrix `(1/t) [[t² - r², r], [-r, 1]]` of one scatterer. -/
def transfer (r t : ℂ) : Matrix (Fin 2) (Fin 2) ℂ :=
  !![(t ^ 2 - r ^ 2) / t, r / t; -r / t, 1 / t]
```

Free flight over the distance a multiplies the two components by opposite phases:

P = diag(exp(iqa), exp(−iqa)).

```lean
/-- Free propagation with wavenumber `q` over the distance `a`. -/
def propagation (q a : ℝ) : Matrix (Fin 2) (Fin 2) ℂ :=
  !![phase (q * a), 0; 0, phase (-(q * a))]
```

The product PM carries the amplitudes from the left of one scatterer to the left of the next.

```lean
/-- The transfer matrix of one unit cell: a scatterer followed by free propagation. -/
def cell (r t : ℂ) (q a : ℝ) : Matrix (Fin 2) (Fin 2) ℂ :=
  propagation q a * transfer r t
```

A Bloch wave of real wavenumber k is a nonzero pair v that one cell multiplies by a phase:

PM v = exp(ika) v.

`IsBloch` states this for two complex amplitudes; no Hamiltonian or wave function appears. The numbers r and t are their values at the given q, so for energy-dependent scattering the condition applies at each energy separately. The reading as right-moving and left-moving waves needs q > 0, although the algebra does not.

```lean
/-- There is a nonzero pair of wave amplitudes that one unit cell multiplies by `exp(ika)`. -/
def IsBloch (r t : ℂ) (q a k : ℝ) : Prop :=
  ∃ v : Fin 2 → ℂ, v ≠ 0 ∧ cell r t q a *ᵥ v = phase (k * a) • v
```

## Phase factors and the scattering equations

Euler's formula exp(ix) = cos x + i sin x gives the real and imaginary parts of a phase factor, and

exp(ix)* = exp(−ix) = 1/exp(ix).

```lean
/-- Real part, imaginary part, conjugate and inverse of a phase factor. -/
theorem phase_rules (x : ℝ) :
    (phase x).re = Real.cos x ∧ (phase x).im = Real.sin x ∧
      conj (phase x) = phase (-x) ∧ (phase x)⁻¹ = phase (-x) := by
  have e : ∀ y : ℝ, phase y = (Real.cos y : ℂ) + (Real.sin y : ℂ) * Complex.I := by
    intro y
    rw [phase, mul_comm, Complex.exp_mul_I, Complex.ofReal_cos, Complex.ofReal_sin]
  refine ⟨?_, ?_, ?_, ?_⟩
  · rw [e]
    simp only [Complex.add_re, Complex.mul_re, Complex.ofReal_re, Complex.ofReal_im,
      Complex.I_re, Complex.I_im]
    ring
  · rw [e]
    simp only [Complex.add_im, Complex.mul_im, Complex.ofReal_re, Complex.ofReal_im,
      Complex.I_re, Complex.I_im]
    ring
  · rw [e x, e (-x)]
    simp only [map_add, map_mul, Complex.conj_ofReal, Complex.conj_I, Real.cos_neg,
      Real.sin_neg, Complex.ofReal_neg]
    ring
  · unfold phase
    rw [← Complex.exp_neg]
    congr 1
    push_cast
    ring
```

To justify M, let A and D be the amplitudes arriving from the left and right, and B and C those leaving to the left and right. Then

C = tA + rD,  B = rA + tD.

For t ≠ 0 the second equation gives D = (B − rA)/t, and the first becomes

C = ((t² − r²)A + rB)/t.

These are the two rows of M acting on (A, B). The theorem states the equivalence in both directions. Its proof writes out the matrix product and clears the denominators with `field_simp`.

```lean
/-- The outgoing amplitudes `C` (right) and `B` (left) follow from the incoming ones `A` (left)
and `D` (right) by scattering iff the transfer matrix maps `(A, B)` to `(C, D)`. -/
theorem scattering_iff_transfer {r t : ℂ} (ht : t ≠ 0) (A B C D : ℂ) :
    (C = t * A + r * D ∧ B = r * A + t * D) ↔ transfer r t *ᵥ ![A, B] = ![C, D] := by
  have e : transfer r t *ᵥ ![A, B] =
      ![(t ^ 2 - r ^ 2) / t * A + r / t * B, -r / t * A + 1 / t * B] := by
    ext i
    fin_cases i <;> simp [transfer, Matrix.mulVec, dotProduct, Fin.sum_univ_two]
  rw [e]
  constructor
  · rintro ⟨rfl, rfl⟩
    have h1 : (t ^ 2 - r ^ 2) / t * A + r / t * (r * A + t * D) = t * A + r * D := by
      field_simp
      ring
    have h2 : -r / t * A + 1 / t * (r * A + t * D) = D := by
      field_simp
      ring
    rw [h1, h2]
  · intro h
    have h0 : (t ^ 2 - r ^ 2) / t * A + r / t * B = C := congrFun h 0
    have h1 : -r / t * A + 1 / t * B = D := congrFun h 1
    constructor
    · rw [← h0, ← h1]
      field_simp
      ring
    · rw [← h1]
      field_simp
      ring
```

## Unitarity fixes the diagonal of M

The condition Re(r t*) = 0 says that r t* = −r* t. Therefore

(t² − r²) t* = t|t|² − r(r t*) = t|t|² + t|r|² = t.

Dividing by t t* shows that the upper diagonal entry of M is 1/t*, the conjugate of the lower one, 1/t. In the proof, `h1` and `h2` are the two unitarity relations written with conjugates, and `linear_combination` combines them as above.

```lean
/-- Flux conservation ties the amplitudes together: `(t² - r²) conj t = t`. -/
theorem lossless_relation {r t : ℂ} (h : Lossless r t) : (t ^ 2 - r ^ 2) * conj t = t := by
  have h1 : r * conj r + t * conj t = 1 := by
    rw [Complex.mul_conj, Complex.mul_conj, Complex.normSq_eq_norm_sq,
      Complex.normSq_eq_norm_sq]
    exact_mod_cast h.1
  -- the vanishing real part, written with conjugates
  have h2 : r * conj t + conj (r * conj t) = 0 := by
    rw [Complex.add_conj, h.2]
    simp
  rw [map_mul, Complex.conj_conj] at h2
  linear_combination t * h1 - r * h2
```

## From the eigenvalue to the trace

Now let A be any 2×2 matrix with determinant one. A nonzero number μ is an eigenvalue exactly when

0 = det(A − μ1) = 1 − μ tr A + μ²,

and division by μ turns this into

μ + 1/μ = tr A.

In the code, `key` replaces the existence of an eigenvector by the vanishing determinant, and `d` expands that determinant.

```lean
/-- A two-by-two matrix of determinant one has the nonzero number `μ` as an eigenvalue iff
`μ + 1/μ` is its trace. -/
theorem eigenvalue_iff_trace (A : Matrix (Fin 2) (Fin 2) ℂ) (hA : A.det = 1) {μ : ℂ}
    (hμ : μ ≠ 0) : (∃ v : Fin 2 → ℂ, v ≠ 0 ∧ A *ᵥ v = μ • v) ↔ μ + μ⁻¹ = A.trace := by
  have e : ∀ v : Fin 2 → ℂ,
      (A - μ • (1 : Matrix (Fin 2) (Fin 2) ℂ)) *ᵥ v = A *ᵥ v - μ • v := by
    intro v
    ext i
    fin_cases i <;> simp [Matrix.mulVec, dotProduct, Fin.sum_univ_two] <;> ring
  have key : (∃ v : Fin 2 → ℂ, v ≠ 0 ∧ A *ᵥ v = μ • v) ↔
      (A - μ • (1 : Matrix (Fin 2) (Fin 2) ℂ)).det = 0 := by
    rw [← Matrix.exists_mulVec_eq_zero_iff]
    simp only [e, sub_eq_zero]
  -- the characteristic polynomial
  have d : (A - μ • (1 : Matrix (Fin 2) (Fin 2) ℂ)).det = 1 - A.trace * μ + μ ^ 2 := by
    rw [Matrix.det_fin_two] at hA
    rw [Matrix.det_fin_two, Matrix.trace_fin_two]
    simp
    linear_combination hA
  have hi : μ * μ⁻¹ = 1 := mul_inv_cancel₀ hμ
  rw [key, d]
  constructor
  · intro h
    linear_combination μ⁻¹ * h + (A.trace - μ) * hi
  · intro h
    linear_combination μ * h - hi
```

The matrix PM qualifies, because det P = 1 and

det M = (t² − r² + r²)/t² = 1.

With z = exp(iqa)/t*, its trace is

tr(PM) = exp(iqa)/t* + exp(−iqa)/t = z + z* = 2 Re z.

For μ = exp(ika) the left side of the eigenvalue condition is 2 cos(ka). A Bloch wave of wavenumber k therefore exists exactly when

cos(ka) = Re(exp(iqa)/t*).

The steps `hdet` and `htr` establish the determinant and the trace; the final rewriting takes real parts.

```lean
/-- A Bloch wave of wavenumber `k` exists iff `cos(ka)` is the real part of
`exp(iqa) / conj t`. -/
theorem bloch_iff_re {r t : ℂ} (ht : t ≠ 0) (h : Lossless r t) (q a k : ℝ) :
    IsBloch r t q a k ↔ Real.cos (k * a) = (phase (q * a) / conj t).re := by
  have hp : ∀ x, phase x ≠ 0 := fun x => Complex.exp_ne_zero _
  have hct : conj t ≠ 0 := (map_ne_zero _).mpr ht
  have hdet : (cell r t q a).det = 1 := by
    have h1 : (propagation q a).det = 1 := by
      rw [propagation, Matrix.det_fin_two_of, ← (phase_rules (q * a)).2.2.2,
        mul_inv_cancel₀ (hp _)]
      ring
    have h2 : (transfer r t).det = 1 := by
      rw [transfer, Matrix.det_fin_two_of]
      field_simp
      ring
    rw [cell, Matrix.det_mul, h1, h2, one_mul]
  -- the trace is a number plus its conjugate
  have htr : (cell r t q a).trace =
      phase (q * a) / conj t + conj (phase (q * a) / conj t) := by
    have h1 : (cell r t q a).trace =
        phase (q * a) * ((t ^ 2 - r ^ 2) / t) + phase (-(q * a)) * (1 / t) := by
      simp [cell, propagation, transfer, Matrix.trace_fin_two]
    have h2 : (t ^ 2 - r ^ 2) / t = 1 / conj t := by
      rw [div_eq_div_iff ht hct, one_mul]
      exact lossless_relation h
    rw [h1, h2, map_div₀, Complex.conj_conj, (phase_rules (q * a)).2.2.1]
    ring
  rw [IsBloch, eigenvalue_iff_trace _ hdet (hp _), htr, (phase_rules (k * a)).2.2.2,
    ← (phase_rules (k * a)).2.2.1, Complex.add_conj, Complex.add_conj, Complex.ofReal_inj,
    (phase_rules (k * a)).1]
  constructor <;> intro h <;> linarith
```

## The dispersion relation

Write t = |t| exp(iδ) with δ real; any choice of δ modulo 2π will do. Then 1/t* = exp(iδ)/|t|, so

exp(iqa)/t* = exp(i(qa + δ))/|t|,

and the real part gives

cos(ka) = cos(qa + δ)/|t|.

The theorem says that for t ≠ 0, lossless r and t, and all real q, a and k, a Bloch wave of wavenumber k exists if and only if this equation holds. At energies where q is real, it turns the scattering at one site into the band structure of a non-interacting particle in an infinite, one-dimensional, single-channel lattice.

```lean
/-- Dispersion relation of a periodic array of scatterers: a Bloch wave of wavenumber `k` exists
iff `cos(ka) = cos(qa + δ) / |t|`, where `δ` is the phase of `t`. -/
theorem bloch_dispersion {r t : ℂ} {δ : ℝ} (ht : t ≠ 0) (h : Lossless r t)
    (hδ : t = (‖t‖ : ℂ) * phase δ) (q a k : ℝ) :
    IsBloch r t q a k ↔ Real.cos (k * a) = Real.cos (q * a + δ) / ‖t‖ := by
  have hc : conj t = (‖t‖ : ℂ) * (phase δ)⁻¹ := by
    conv_lhs => rw [hδ]
    rw [map_mul, Complex.conj_ofReal, (phase_rules δ).2.2.1, (phase_rules δ).2.2.2]
  have ha : phase (q * a + δ) = phase (q * a) * phase δ := by
    simp only [phase, Complex.ofReal_add, mul_add, Complex.exp_add]
  -- the phase of `t` adds to the phase of free propagation
  have e : phase (q * a) / conj t = phase (q * a + δ) / (‖t‖ : ℂ) := by
    rw [hc, ha, div_eq_mul_inv, div_eq_mul_inv, mul_inv, inv_inv]
    ring
  rw [bloch_iff_re ht h, e, Complex.div_ofReal_re, (phase_rules _).1]
```

The relation Re(r t*) = 0 is needed. Take r = t = 1/√2, which satisfies |r|² + |t|² = 1 but has Re(r t*) = 1/2, and choose qa = 2π. Then P is the identity and

PM = [[0, 1], [−1, √2]].

The vector (1, exp(iπ/4)) is an eigenvector with eigenvalue exp(iπ/4), so there is a Bloch wave with ka = π/4. The dispersion formula, with δ = 0, would demand cos(ka) = √2, which no real k satisfies.

## Allowed bands

A real k can be found exactly when the right side of the dispersion relation lies between −1 and 1:

|cos(qa + δ)| ≤ |t|.

Necessity follows from |cos(ka)| ≤ 1. Conversely, the proof supplies

k = arccos(cos(qa + δ)/|t|)/a,

which is where a ≠ 0 enters.

```lean
/-- Allowed bands: some real Bloch wavenumber exists iff `|cos(qa + δ)| ≤ |t|`. -/
theorem allowed_band_iff {r t : ℂ} {δ a : ℝ} (ht : t ≠ 0) (h : Lossless r t)
    (hδ : t = (‖t‖ : ℂ) * phase δ) (ha : a ≠ 0) (q : ℝ) :
    (∃ k, IsBloch r t q a k) ↔ |Real.cos (q * a + δ)| ≤ ‖t‖ := by
  have hpos : 0 < ‖t‖ := norm_pos_iff.mpr ht
  constructor
  · rintro ⟨k, hk⟩
    rw [bloch_dispersion ht h hδ] at hk
    have h1 := Real.abs_cos_le_one (k * a)
    rwa [hk, abs_div, abs_of_pos hpos, div_le_one hpos] at h1
  · intro hle
    have h1 : |Real.cos (q * a + δ) / ‖t‖| ≤ 1 := by
      rwa [abs_div, abs_of_pos hpos, div_le_one hpos]
    refine ⟨Real.arccos (Real.cos (q * a + δ) / ‖t‖) / a,
      (bloch_dispersion ht h hδ q a _).2 ?_⟩
    have h2 : ∀ x : ℝ, x / a * a = x := fun x => by field_simp
    rw [h2, Real.cos_arccos (abs_le.1 h1).1 (abs_le.1 h1).2]
```

## Delta barriers

For a potential gδ(x), where δ(x) is the Dirac delta function and not the phase of t, and a particle of mass m, the dimensionless strength is β = mg/(ħ²q). The wave is exp(iqx) + r exp(−iqx) on the left and t exp(iqx) on the right. Continuity and the jump of the slope, divided by q, require

1 + r = t,  i(t − (1 − r)) = 2βt.

Inserting r = t − 1 into the second condition gives 2i(t − 1) = 2βt, hence

t = 1/(1 + iβ).

```lean
/-- Transmission amplitude of a delta barrier of dimensionless strength `β`. -/
def deltaT (β : ℝ) : ℂ := 1 / (1 + β * Complex.I)
```

Continuity then gives

r = t − 1 = −iβ/(1 + iβ).

```lean
/-- Reflection amplitude of a delta barrier of dimensionless strength `β`. -/
def deltaR (β : ℝ) : ℂ := -(β * Complex.I) / (1 + β * Complex.I)
```

These amplitudes are lossless, since

|r|² + |t|² = (β² + 1)/(1 + β²) = 1,
r t* = −iβ/(1 + β²),

and the second expression is purely imaginary. The theorem confirms this together with t ≠ 0 and both matching conditions. It takes β as a given real number; its expression through m, g and q belongs to the physical reading.

```lean
/-- The delta-barrier amplitudes are lossless with nonzero transmission, and they satisfy
continuity of the wave and the jump condition for its slope. -/
theorem delta_barrier_witness (β : ℝ) :
    Lossless (deltaR β) (deltaT β) ∧ deltaT β ≠ 0 ∧ 1 + deltaR β = deltaT β ∧
      Complex.I * (deltaT β - (1 - deltaR β)) = 2 * β * deltaT β := by
  have hd : (1 + β * Complex.I : ℂ) ≠ 0 := by
    intro h
    have h1 := congrArg Complex.re h
    simp at h1
  have hn : Complex.normSq (1 + β * Complex.I) = 1 + β ^ 2 := by
    simp [Complex.normSq_apply]
    ring
  have hp : (1 + β ^ 2 : ℝ) ≠ 0 := by positivity
  have hcont : 1 + deltaR β = deltaT β := by
    rw [deltaR, deltaT, eq_div_iff hd, add_mul, div_mul_cancel₀ _ hd]
    ring
  have hT : deltaT β * (1 + β * Complex.I) = 1 := by
    rw [deltaT, div_mul_cancel₀ _ hd]
  refine ⟨⟨?_, ?_⟩, one_div_ne_zero hd, hcont, ?_⟩
  · rw [← Complex.normSq_eq_norm_sq, ← Complex.normSq_eq_norm_sq, deltaR, deltaT,
      Complex.normSq_div, Complex.normSq_div, hn, Complex.normSq_neg, Complex.normSq_mul,
      Complex.normSq_I, Complex.normSq_ofReal, Complex.normSq_one]
    field_simp <;> ring
  · have e : deltaR β * conj (deltaT β) = -(β * Complex.I) / ((1 + β ^ 2 : ℝ) : ℂ) := by
      rw [deltaR, deltaT, map_div₀, map_one, div_mul_div_comm, mul_one, Complex.mul_conj, hn]
    rw [e, Complex.div_ofReal_re]
    simp
  · linear_combination Complex.I * hcont + 2 * Complex.I * hT
      - 2 * β * deltaT β * Complex.I_sq
```

Here 1/t* = 1 − iβ, so

Re(exp(iqa)(1 − iβ)) = cos(qa) + β sin(qa),

and the Bloch condition becomes the Kronig–Penney relation for delta barriers:

cos(ka) = cos(qa) + β sin(qa).

Barriers of finite width have different amplitudes and lead to a different right-hand side. Negative β describes attractive wells, but only at energies where q is real. The proof uses `bloch_iff_re` directly, so the phase of t is not needed.

```lean
/-- Kronig–Penney relation: for an array of delta barriers a Bloch wave of wavenumber `k` exists
iff `cos(ka) = cos(qa) + β sin(qa)`. -/
theorem kronig_penney (β q a k : ℝ) :
    IsBloch (deltaR β) (deltaT β) q a k ↔
      Real.cos (k * a) = Real.cos (q * a) + β * Real.sin (q * a) := by
  obtain ⟨hl, ht, -, -⟩ := delta_barrier_witness β
  have hc : conj (1 + β * Complex.I : ℂ) = 1 - β * Complex.I := by
    simp only [map_add, map_one, map_mul, Complex.conj_ofReal, Complex.conj_I]
    ring
  have e : phase (q * a) / conj (deltaT β) = phase (q * a) * (1 - β * Complex.I) := by
    rw [deltaT, map_div₀, map_one, hc, div_div_eq_mul_div, div_one]
  have h1 : (1 - β * Complex.I : ℂ).re = 1 := by simp
  have h2 : (1 - β * Complex.I : ℂ).im = -β := by simp
  rw [bloch_iff_re ht hl, e, Complex.mul_re, h1, h2, (phase_rules _).1, (phase_rules _).2.1]
  constructor <;> intro h <;> linarith
```

## Gaps where sin(qa + δ) = 0

If sin(qa + δ) = 0, then cos(qa + δ) = ±1. If also r ≠ 0, flux conservation gives |t| < 1, and the dispersion relation would require

|cos(ka)| = 1/|t| > 1.

No real k satisfies this, so every reflecting scatterer of this kind opens a gap at such q. The proof assumes a Bloch wave, multiplies the dispersion relation by |t| and squares it to get |t|² cos²(ka) = 1. The last `nlinarith` call finds the contradiction with cos²(ka) ≤ 1 and |t|² = 1 − |r|² < 1.

```lean
/-- Band gap: if the scatterers reflect and `sin(qa + δ) = 0`, no Bloch wave of real wavenumber
exists. -/
theorem bragg_gap {r t : ℂ} {δ q a : ℝ} (ht : t ≠ 0) (h : Lossless r t)
    (hδ : t = (‖t‖ : ℂ) * phase δ) (hr : r ≠ 0) (hs : Real.sin (q * a + δ) = 0) (k : ℝ) :
    ¬ IsBloch r t q a k := by
  intro hk
  have hpos : 0 < ‖t‖ := norm_pos_iff.mpr ht
  have hrpos : 0 < ‖r‖ ^ 2 := pow_pos (norm_pos_iff.mpr hr) 2
  rw [bloch_dispersion ht h hδ, eq_div_iff hpos.ne'] at hk
  have h1 := Real.sin_sq_add_cos_sq (q * a + δ)
  rw [hs, ← hk] at h1
  have h2 : 0 ≤ 1 - Real.cos (k * a) ^ 2 := by
    nlinarith [Real.sin_sq_add_cos_sq (k * a), sq_nonneg (Real.sin (k * a))]
  nlinarith [mul_nonneg (sq_nonneg ‖t‖) h2, h.1]

end

end PeriodicScatterers
```

```lean
#print axioms PeriodicScatterers.bloch_dispersion
-- 'PeriodicScatterers.bloch_dispersion' depends on axioms: [propext, Classical.choice, Quot.sound]
#print axioms PeriodicScatterers.allowed_band_iff
-- 'PeriodicScatterers.allowed_band_iff' depends on axioms: [propext, Classical.choice, Quot.sound]
#print axioms PeriodicScatterers.kronig_penney
-- 'PeriodicScatterers.kronig_penney' depends on axioms: [propext, Classical.choice, Quot.sound]
#print axioms PeriodicScatterers.bragg_gap
-- 'PeriodicScatterers.bragg_gap' depends on axioms: [propext, Classical.choice, Quot.sound]
```
